# For real symmetric matrices, reversing the sign of the correlator leaves the transcorrelated CI spectrum unchanged

A Jastrow factor lowers the wave function where two electrons meet, and a transcorrelated calculation moves that factor into the Hamiltonian by a similarity transformation. If the factor enters with the wrong sign, it raises the wave function there instead, and one might expect the full-CI energies in a finite basis to reveal it; for real symmetric matrices they do not.

```lean
import Mathlib

open Matrix Filter Topology

namespace JastrowSign

noncomputable section

variable {n m : Type*} [Fintype n] [DecidableEq n] [Fintype m] [DecidableEq m]

/-- The transcorrelated Hamiltonian `exp(-sτ) H exp(sτ)` with correlator `τ` of strength `s`. -/
def transcorrelated (H τ : Matrix n n ℝ) (s : ℝ) : Matrix n n ℝ :=
  NormedSpace.exp ((-s) • τ) * H * NormedSpace.exp (s • τ)

/-- The matrix of the transcorrelated Hamiltonian between the basis vectors that form the
columns of `B`. -/
def ciMatrix (H τ : Matrix n n ℝ) (B : Matrix n m ℝ) (s : ℝ) : Matrix m m ℝ :=
  Bᵀ * transcorrelated H τ s * B

omit [Fintype m] [DecidableEq m] in
/-- For symmetric `H` and `τ`, transposing the transcorrelated CI matrix reverses the sign of
the correlator. -/
theorem ciMatrix_transpose {H τ : Matrix n n ℝ} (hH : Hᵀ = H) (hτ : τᵀ = τ)
    (B : Matrix n m ℝ) (s : ℝ) : (ciMatrix H τ B s)ᵀ = ciMatrix H τ B (-s) := by
  have hexp : ∀ r : ℝ, (NormedSpace.exp (r • τ))ᵀ = NormedSpace.exp (r • τ) := by
    intro r
    rw [← Matrix.exp_transpose, Matrix.transpose_smul, hτ]
  simp only [ciMatrix, transcorrelated, Matrix.transpose_mul, Matrix.transpose_transpose,
    hexp, hH, neg_neg, Matrix.mul_assoc]

/-- For symmetric `H` and `τ`, a correlator and its wrong-sign counterpart give CI matrices with
the same characteristic polynomial, in any finite basis and at any strength. -/
theorem charpoly_wrong_sign {H τ : Matrix n n ℝ} (hH : Hᵀ = H) (hτ : τᵀ = τ)
    (B : Matrix n m ℝ) (s : ℝ) :
    (ciMatrix H τ B (-s)).charpoly = (ciMatrix H τ B s).charpoly := by
  rw [← ciMatrix_transpose hH hτ, Matrix.charpoly_transpose]

/-- The projector form: for symmetric `H`, `τ` and `P`, in particular for an orthogonal
projector `P`, the two signs of the correlator give the same characteristic polynomial. -/
theorem charpoly_projected {H τ P : Matrix n n ℝ} (hH : Hᵀ = H) (hτ : τᵀ = τ)
    (hP : Pᵀ = P) (s : ℝ) :
    (P * NormedSpace.exp ((-s) • τ) * H * NormedSpace.exp (s • τ) * P).charpoly =
      (P * NormedSpace.exp (s • τ) * H * NormedSpace.exp ((-s) • τ) * P).charpoly := by
  have h := charpoly_wrong_sign hH hτ P s
  simp only [ciMatrix, transcorrelated, hP, neg_neg, ← Matrix.mul_assoc] at h
  exact h.symm

omit [Fintype m] [DecidableEq m] in
/-- The transcorrelated CI matrix depends continuously on the strength of the correlator. -/
theorem continuous_ciMatrix (H τ : Matrix n n ℝ) (B : Matrix n m ℝ) :
    Continuous (ciMatrix H τ B) := by
  have hexp : Continuous fun s : ℝ => NormedSpace.exp (s • τ) := by
    let : NormedRing (Matrix n n ℝ) := Matrix.linftyOpNormedRing
    let : NormedAlgebra ℝ (Matrix n n ℝ) := Matrix.linftyOpNormedAlgebra
    exact continuous_iff_continuousAt.2 fun s => (hasDerivAt_exp_smul_const τ s).continuousAt
  have hneg : Continuous fun s : ℝ => NormedSpace.exp ((-s) • τ) := hexp.comp continuous_neg
  exact (continuous_const.matrix_mul
    ((hneg.matrix_mul continuous_const).matrix_mul hexp)).matrix_mul continuous_const

/-- The coefficients of the characteristic polynomial of a continuous family of matrices are
continuous. -/
theorem continuous_charpoly_coeff {M : ℝ → Matrix m m ℝ} (hM : Continuous M) (k : ℕ) :
    Continuous fun s => (M s).charpoly.coeff k := by
  have hentry : ∀ (i j : m) (k : ℕ),
      Continuous fun s => ((M s).charmatrix i j).coeff k := by
    intro i j k
    simp only [Matrix.charmatrix_apply, Polynomial.coeff_sub, Polynomial.coeff_C]
    refine continuous_const.sub ?_
    by_cases hk : k = 0
    · simp only [if_pos hk]
      exact hM.matrix_elem i j
    · simp only [if_neg hk]
      exact continuous_const
  have hprod : ∀ (σ : Equiv.Perm m) (t : Finset m) (k : ℕ),
      Continuous fun s => (∏ i ∈ t, (M s).charmatrix (σ i) i).coeff k := by
    intro σ t
    induction t using Finset.induction_on with
    | empty =>
      intro k
      simp only [Finset.prod_empty]
      exact continuous_const
    | insert a t ha ih =>
      intro k
      simp only [Finset.prod_insert ha, Polynomial.coeff_mul]
      exact continuous_finsetSum _ fun x _ => (hentry _ _ _).mul (ih _)
  -- expand the determinant over permutations
  simp only [Matrix.charpoly, Matrix.det_apply, Polynomial.finsetSum_coeff,
    Polynomial.coeff_smul]
  exact continuous_finsetSum _ fun σ _ => (hprod σ Finset.univ k).const_smul _

/-- For symmetric `H` and `τ`, a real eigenvalue branch that is continuous at `s = 0` and starts
from a simple eigenvalue is an even function of the correlator strength near `s = 0`. -/
theorem energy_even {H τ : Matrix n n ℝ} (hH : Hᵀ = H) (hτ : τᵀ = τ) (B : Matrix n m ℝ)
    {E : ℝ → ℝ} (hE : ContinuousAt E 0)
    (hroot : ∀ᶠ s in 𝓝 0, (ciMatrix H τ B s).charpoly.IsRoot (E s))
    (hsimple : (ciMatrix H τ B 0).charpoly.rootMultiplicity (E 0) = 1) :
    ∀ᶠ s in 𝓝 0, E (-s) = E s := by
  let g : ℝ × ℝ → ℝ := fun p =>
    (Polynomial.derivative (ciMatrix H τ B p.1).charpoly).eval p.2
  have hg : Continuous g := by
    have h : g = fun p => ∑ i ∈ Finset.range (Fintype.card m + 1),
        (ciMatrix H τ B p.1).charpoly.coeff (i + 1) * ((i : ℝ) + 1) * p.2 ^ i := by
      funext p
      have h1 := Polynomial.natDegree_derivative_le (ciMatrix H τ B p.1).charpoly
      have h2 := Matrix.charpoly_natDegree_eq_dim (ciMatrix H τ B p.1)
      have hd : (Polynomial.derivative (ciMatrix H τ B p.1).charpoly).natDegree
          < Fintype.card m + 1 := by omega
      simp only [g, Polynomial.eval_eq_sum_range' hd, Polynomial.coeff_derivative]
    rw [h]
    exact continuous_finsetSum _ fun i _ =>
      (((continuous_charpoly_coeff (continuous_ciMatrix H τ B) (i + 1)).comp
        continuous_fst).mul continuous_const).mul (continuous_snd.pow i)
  -- a simple root is not a root of the derivative
  have hne : g (0, E 0) ≠ 0 := by
    intro h0
    have h := (Polynomial.one_lt_rootMultiplicity_iff_isRoot
      (Matrix.charpoly_monic (ciMatrix H τ B 0)).ne_zero).2 ⟨hroot.self_of_nhds, h0⟩
    omega
  obtain ⟨ε, hε, hball⟩ := Metric.eventually_nhds_iff.1 (hg.continuousAt.eventually_ne hne)
  -- Rolle's theorem forbids two distinct roots close to `E 0`
  have key : ∀ s a b : ℝ, dist s 0 < ε → dist a (E 0) < ε → dist b (E 0) < ε →
      (ciMatrix H τ B s).charpoly.IsRoot a → (ciMatrix H τ B s).charpoly.IsRoot b →
      ¬ a < b := by
    intro s a b hs ha hb hra hrb hab
    obtain ⟨c, hc, hc0⟩ := exists_hasDerivAt_eq_zero hab
      (ciMatrix H τ B s).charpoly.continuous.continuousOn (hra.trans hrb.symm)
      (fun x _ => (ciMatrix H τ B s).charpoly.hasDerivAt x)
    rw [Real.dist_eq, abs_lt] at ha hb
    have hcE : dist c (E 0) < ε := by
      rw [Real.dist_eq, abs_lt]
      constructor <;> linarith [hc.1, hc.2, ha.1, hb.2]
    have hp : dist (s, c) ((0 : ℝ), E 0) < ε := by
      rw [Prod.dist_eq]
      exact max_lt hs hcE
    exact hball hp hc0
  have hneg : Tendsto (fun s : ℝ => -s) (𝓝 0) (𝓝 0) := by
    simpa using continuous_neg.tendsto (0 : ℝ)
  have hnear : ∀ᶠ s in 𝓝 0, dist (E s) (E 0) < ε := hE.eventually (Metric.ball_mem_nhds _ hε)
  filter_upwards [Metric.ball_mem_nhds (0 : ℝ) hε, hnear, hneg.eventually hnear, hroot,
    hneg.eventually hroot] with s hs h1 h2 r1 r2
  rw [charpoly_wrong_sign hH hτ] at r2
  exact le_antisymm (not_lt.1 (key s _ _ hs h1 h2 r1 r2)) (not_lt.1 (key s _ _ hs h2 h1 r2 r1))

/-- For symmetric `H` and `τ`, a real eigenvalue branch that is differentiable at `s = 0` and
starts from a simple eigenvalue has zero derivative there. -/
theorem energy_deriv_zero {H τ : Matrix n n ℝ} (hH : Hᵀ = H) (hτ : τᵀ = τ)
    (B : Matrix n m ℝ) {E : ℝ → ℝ} {E' : ℝ} (hE : HasDerivAt E E' 0)
    (hroot : ∀ᶠ s in 𝓝 0, (ciMatrix H τ B s).charpoly.IsRoot (E s))
    (hsimple : (ciMatrix H τ B 0).charpoly.rootMultiplicity (E 0) = 1) : E' = 0 := by
  have heven := energy_even hH hτ B hE.continuousAt hroot hsimple
  have h0 : HasDerivAt E E' (-0) := by simpa using hE
  have h1 : HasDerivAt (fun s => E (-s)) (E' * -1) 0 := h0.comp (0 : ℝ) (hasDerivAt_neg 0)
  have h2 := hE.unique (h1.congr_of_eventuallyEq (heven.mono fun s hs => hs.symm))
  linarith

/-- The exponential of a correlator that exchanges two states is a hyperbolic rotation. -/
theorem exp_exchange (s : ℝ) : NormedSpace.exp (s • (!![0, 1; 1, 0] : Matrix (Fin 2) (Fin 2) ℝ)) =
    !![Real.cosh s, Real.sinh s; Real.sinh s, Real.cosh s] := by
  let U : Matrix (Fin 2) (Fin 2) ℝ := !![1, 1; 1, -1]
  have hinv : U⁻¹ = !![1 / 2, 1 / 2; 1 / 2, -1 / 2] := by
    apply Matrix.inv_eq_right_inv
    ext i j
    fin_cases i <;> fin_cases j <;> norm_num [U, Matrix.mul_apply, Fin.sum_univ_two]
  have hU : IsUnit U := by
    rw [Matrix.isUnit_iff_isUnit_det, isUnit_iff_ne_zero]
    norm_num [U, Matrix.det_fin_two]
  -- diagonalise the exchange
  have hdiag : s • (!![0, 1; 1, 0] : Matrix (Fin 2) (Fin 2) ℝ) =
      U * Matrix.diagonal ![s, -s] * U⁻¹ := by
    rw [hinv]
    ext i j
    fin_cases i <;> fin_cases j <;>
      simp [U, Matrix.mul_apply, Fin.sum_univ_two, Matrix.vecMul_diagonal] <;> ring
  have hexp : NormedSpace.exp (![s, -s] : Fin 2 → ℝ) = ![Real.exp s, Real.exp (-s)] := by
    ext i
    have h : NormedSpace.exp (![s, -s] : Fin 2 → ℝ) i = NormedSpace.exp (![s, -s] i) :=
      NormedSpace.map_exp (Pi.evalRingHom (fun _ : Fin 2 => ℝ) i) (continuous_apply i) ![s, -s]
    rw [h, ← Real.exp_eq_exp_ℝ]
    fin_cases i <;> rfl
  rw [hdiag, Matrix.exp_conj _ _ hU, Matrix.exp_diagonal, hexp, hinv]
  ext i j
  fin_cases i <;> fin_cases j <;>
    simp [U, Matrix.mul_apply, Fin.sum_univ_two, Matrix.vecMul_diagonal, Real.cosh_eq,
      Real.sinh_eq] <;> ring

/-- Two levels at energies `1` and `-1`, coupled by an exchange correlator and projected on the
upper level, have the transcorrelated energy `cosh (2s)`. -/
theorem two_level_energy (s : ℝ) :
    ciMatrix !![1, 0; 0, -1] !![0, 1; 1, 0] (!![1; 0] : Matrix (Fin 2) (Fin 1) ℝ) s =
      !![Real.cosh (2 * s)] := by
  rw [ciMatrix, transcorrelated, exp_exchange, exp_exchange]
  ext i j
  fin_cases i
  fin_cases j
  simp [Matrix.mul_apply, Fin.sum_univ_two, Real.cosh_two_mul]
  ring

end

end JastrowSign
```

```lean
#print axioms JastrowSign.charpoly_wrong_sign
#print axioms JastrowSign.charpoly_projected
#print axioms JastrowSign.energy_deriv_zero
#print axioms JastrowSign.two_level_energy
```

```
'JastrowSign.charpoly_wrong_sign' depends on axioms: [propext, Classical.choice, Quot.sound]
'JastrowSign.charpoly_projected' depends on axioms: [propext, Classical.choice, Quot.sound]
'JastrowSign.energy_deriv_zero' depends on axioms: [propext, Classical.choice, Quot.sound]
'JastrowSign.two_level_energy' depends on axioms: [propext, Classical.choice, Quot.sound]
```

## The CI matrix and its energies

Let $H$ be the Hamiltonian and $\tau$ the correlator, both real symmetric matrices on a finite-dimensional many-electron space. A real number $s$ sets the strength of the correlator; textbooks usually absorb it into $\tau$. The columns of a real matrix $B$ are the basis vectors of the calculation, for instance all determinants that can be formed from a chosen set of orbitals. The transcorrelated CI matrix is

$$M(s) = B^{\mathsf T} e^{-s\tau} H e^{s\tau} B .$$

In Lean the product $e^{-s\tau}He^{s\tau}$ is `transcorrelated H τ s`, and $M(s)$ is `ciMatrix H τ B s`. The letters `n` and `m` are not particle numbers. They are finite index types, which label the states of the large space and the basis vectors. The hypotheses `hH` and `hτ` say that $H$ and $\tau$ are symmetric, as for real orbitals without a magnetic field or spin-orbit coupling.

The energies are the roots of the characteristic polynomial $p_s(x)=\det(x-M(s))$. This reading requires orthonormal columns, $B^{\mathsf T}B=1$. The theorems hold for any $B$, but with overlapping basis vectors the energies come from a generalised eigenvalue problem, so such a basis should be orthonormalised first.

`charpoly_wrong_sign` states that $p_{-s}=p_s$ for every real $s$. Since $M(s)$ is in general not symmetric, some roots may be complex; equality of the polynomials includes these, with their multiplicities. `charpoly_projected` is the same statement with a symmetric matrix $P$ on both sides, and an orthogonal projector is the case of interest. The projected matrix still has the size of the large space, so its polynomial also has a root at zero for each dimension that $P$ removes. Those zeros are not energies.

The other two general results concern a function $E(s)$ that is a real root of $p_s$ for all $s$ near $0$ (`hroot`), where $E(0)$ is a simple root of $p_0$ (`hsimple`). If $E$ is continuous at $0$, then $E(-s)=E(s)$ for all small $s$, by `energy_even`. If it is differentiable at $0$, its derivative there vanishes, by `energy_deriv_zero`; in that theorem `E'` is a number, the value of the derivative at $0$. The existence of the branch is assumed.

The step from this model to electrons in continuous space is the replacement of the finite-dimensional space by an infinite-dimensional one. There $H$ is unbounded, and one has to check that multiplication by $e^{\pm s\tau}$ keeps the basis functions in its domain.

## Transposition reverses the correlator

The exponential of a symmetric matrix is symmetric, because $(e^{r\tau})^{\mathsf T}=e^{r\tau^{\mathsf T}}=e^{r\tau}$ for every real $r$. Transposing $M(s)$ reverses the order of its factors:

$$M(s)^{\mathsf T} = B^{\mathsf T}(e^{s\tau})^{\mathsf T}H^{\mathsf T}(e^{-s\tau})^{\mathsf T}B = B^{\mathsf T}e^{s\tau}He^{-s\tau}B = M(-s).$$

This is `ciMatrix_transpose`, where `hexp` supplies the symmetry of the exponential. A determinant does not change under transposition, so

$$p_{-s}(x)=\det\bigl(x-M(s)^{\mathsf T}\bigr)=\det\bigl((x-M(s))^{\mathsf T}\bigr)=p_s(x).$$

The projector form follows by setting $B=P$ and using $P^{\mathsf T}=P$. The condition $P^2=P$ is never used.

A mistake that comes easily here is to treat $e^{s\tau}$ as orthogonal, as one would for an orbital rotation. The exponent of a rotation is antisymmetric, and transposition would then give back $M(s)$ itself. A Jastrow exponent is symmetric, so transposition leaves each exponential alone and only exchanges their places.

## A simple level is even in the strength

Equal polynomials do not yet make $E(s)$ and $E(-s)$ equal, since they might be two different roots of $p_s$. Simplicity excludes this for small $s$.

Let $g(s,x)=p_s'(x)$, with the prime denoting the derivative in $x$. The entries of $M(s)$ are continuous in $s$ (`continuous_ciMatrix`). Expanding the determinant over permutations writes each coefficient of $p_s$ as a finite sum of products of such entries and constants, so the coefficients are continuous too (`continuous_charpoly_coeff`). Since $g$ is a finite sum of these coefficients times powers of $x$, it is jointly continuous in $s$ and $x$.

A simple root is not a root of the derivative, hence $g(0,E(0))\neq 0$. By continuity there is an $\varepsilon>0$ such that $g(s,x)\neq0$ whenever $|s|<\varepsilon$ and $|x-E(0)|<\varepsilon$. Suppose that, for such an $s$, the polynomial $p_s$ had two roots $a<b$ within $\varepsilon$ of $E(0)$. Rolle's theorem would give a point $c$ between them with $p_s'(c)=0$. This $c$ also lies within $\varepsilon$ of $E(0)$, which is a contradiction. In the Lean proof this argument is the step `key`.

For small $s$ both $E(s)$ and $E(-s)$ lie within $\varepsilon$ of $E(0)$, by continuity of $E$ at $0$. The first is a root of $p_s$, and the second is a root of $p_{-s}=p_s$. Applying `key` in both orders shows that neither is smaller than the other, so they are equal.

If $E$ is differentiable at $0$, the chain rule gives the function $s\mapsto E(-s)$ the derivative $-E'(0)$ there. This function agrees with $E$ near $0$, and derivatives are unique, so $E'(0)=-E'(0)$ and $E'(0)=0$.

## Two levels with energy $\cosh 2s$

The correlator can change the energy even though its sign has no effect. Take

$$H=\begin{pmatrix}1&0\\0&-1\end{pmatrix},\qquad \tau=\begin{pmatrix}0&1\\1&0\end{pmatrix},\qquad B=\begin{pmatrix}1\\0\end{pmatrix}.$$

Since $\tau^2=1$, the exponential series splits into even and odd powers, and $e^{s\tau}=\cosh s+\tau\sinh s$. `exp_exchange` obtains the same matrix by diagonalising $\tau$, whose eigenvalues are $1$ and $-1$. The single entry of the CI matrix is then

$$M(s)=\begin{pmatrix}\cosh s&-\sinh s\end{pmatrix}\begin{pmatrix}1&0\\0&-1\end{pmatrix}\begin{pmatrix}\cosh s\\ \sinh s\end{pmatrix}=\cosh^2 s+\sinh^2 s=\cosh 2s,$$

as `two_level_energy` states. The energy is even in $s$ and stationary at $s=0$. For $s\neq0$ it exceeds $1$, the highest eigenvalue of $H$, so a projected transcorrelated energy need not lie within the range of the spectrum.

## Where the transpose appears in a transcorrelated calculation

In practice the transformed Hamiltonian is expanded in commutators,

$$e^{-s\tau}He^{s\tau}=H+s[H,\tau]+\tfrac{s^2}{2}[[H,\tau],\tau]+\cdots .$$

For the electronic Hamiltonian and a Jastrow exponent that depends only on the electron positions, the series ends at second order. The double commutator contains the three-electron terms, while the single commutator contains the gradient terms that make the Hamiltonian non-Hermitian. In a real basis the single commutator gives an antisymmetric matrix, and the other two terms give symmetric ones. Reversing the sign of $s$ therefore transposes the CI matrix, and diagonalising it in full returns the same energies.

The eigenvectors do notice the change: the right eigenvectors for one sign are the left eigenvectors for the other. The wave function $e^{s\tau}Bc$, built from a right eigenvector $c$, generally depends on the sign, and so do properties computed from it. Approximate methods that treat left and right vectors differently, such as truncated coupled cluster, need not share the symmetry of the energies.
